# Overflow-safe closed form for the s-wave matrix element of a Gaussian potential

Let $j_0(x)=\sin x/x$ with $j_0(0)=1$, take $a,K,K'>0$, and set $z=KK'/(2a)$. For a Gaussian term of a semilocal pseudopotential, I use

$$\int_0^\infty r^2 j_0(Kr)\,e^{-ar^2}j_0(K'r)\,dr=\frac{\sqrt\pi}{4a^{3/2}}\,e^{-(K^2+K'^2)/(4a)}\,\frac{\sinh z}{z}.$$

In floating point $\sinh z$ overflows at large $z$, even when the product is small or moderate. I therefore rewrite the right-hand side as

$$\frac{\sqrt\pi}{4a^{3/2}}\,e^{-(K-K')^2/(4a)}\,\frac{1-e^{-2z}}{2z},$$

where the last two factors should never exceed 1. Can both forms and the bounds be made rigorous and machine-checked, and do they carry over to a channel that is a sum of several Gaussians?

## Spherical waves and the radial integral

Yes, for any finite sum of Gaussians with positive exponents. Here $K$ and $K'$ are magnitudes of wave vectors, $a$ is an inverse length squared, and the Gaussian has unit amplitude. For a real radial potential $V$, the radial matrix element is

$$R_V(K,K')=\int_0^\infty r^2 j_0(Kr)\,V(r)\,j_0(K'r)\,dr .$$

For plane waves normalised in a volume $\Omega$ and a potential centred at the origin, the s-channel matrix element is $4\pi/\Omega$ times this number. That factor is left out below.

## From two sines to two Gaussians

The first ingredient is the cosine transform of a Gaussian. For real $b$, completing the square gives

$$-ar^2+ibr=-a\Big(r-\frac{ib}{2a}\Big)^2-\frac{b^2}{4a}.$$

Shifting the contour back to the real line yields

$$\int_{-\infty}^{\infty}e^{-ar^2+ibr}\,dr=\sqrt{\frac{\pi}{a}}\;e^{-b^2/(4a)} .$$

The real part of the integrand is $e^{-ar^2}\cos(br)$, which is even in $r$, so the half-line carries half of the value:

$$\int_0^\infty e^{-ar^2}\cos(br)\,dr=\frac12\sqrt{\frac{\pi}{a}}\;e^{-b^2/(4a)} .$$

For $r>0$ the factor $r^2$ cancels the two denominators of the spherical Bessel functions:

$$r^2j_0(Kr)j_0(K'r)=\frac{\sin(Kr)\sin(K'r)}{KK'}=\frac{\cos((K-K')r)-\cos((K+K')r)}{2KK'} .$$

Multiplying by $e^{-ar^2}$ and integrating with $b=K-K'$ and $b=K+K'$ gives

$$R=\frac{1}{4KK'}\sqrt{\frac{\pi}{a}}\Big[e^{-(K-K')^2/(4a)}-e^{-(K+K')^2/(4a)}\Big].$$

Since $-(K\mp K')^2/(4a)=-(K^2+K'^2)/(4a)\pm z$, the bracket equals $2e^{-(K^2+K'^2)/(4a)}\sinh z$. Substituting $KK'=2az$ in the denominator produces the $\sinh z/z$ form.

For the second form, write $\sinh z=\tfrac12e^{z}(1-e^{-2z})$ and absorb the growing exponential into the Gaussian:

$$e^{-(K^2+K'^2)/(4a)}\,e^{z}=e^{-(K-K')^2/(4a)} .$$

This Gaussian factor has a non-positive exponent, so it lies in $(0,1]$. For the quotient, $z>0$ makes the numerator positive, and $1+x<e^x$ at $x=-2z$ gives $1-e^{-2z}<2z$. The quotient therefore lies in $(0,1)$.

If $V(r)=\sum_i c_ie^{-a_ir^2}$ is a finite sum with real $c_i$ and all $a_i>0$, linearity gives the same combination of closed forms. The triangle inequality and the bound on the quotient then give

$$|R_V(K,K')|\le\sum_i|c_i|\,\frac{\sqrt\pi}{4a_i^{3/2}}\,e^{-(K-K')^2/(4a_i)} .$$

## The Lean file

```lean
import Mathlib

open MeasureTheory Set

namespace SemilocalGaussian

noncomputable section

/-- The spherical Bessel function of order zero, `sin x / x`, with value `1` at the origin. -/
def j0 (x : ℝ) : ℝ := if x = 0 then 1 else Real.sin x / x

/-- The radial matrix element of an s-channel potential `V` between spherical waves
of wave numbers `K` and `K'`. -/
def radialElement (V : ℝ → ℝ) (K K' : ℝ) : ℝ :=
  ∫ r in Ioi (0 : ℝ), r ^ 2 * j0 (K * r) * V r * j0 (K' * r)

/-- The dimensionless argument `z = K K' / (2 a)`. -/
def zArg (a K K' : ℝ) : ℝ := K * K' / (2 * a)

/-- The overflow-safe closed form: a prefactor, a Gaussian in `K - K'`, and
`(1 - exp (-2 z)) / (2 z)`. -/
def safeForm (a K K' : ℝ) : ℝ :=
  Real.sqrt Real.pi / (4 * a ^ (3 / 2 : ℝ)) * Real.exp (-(K - K') ^ 2 / (4 * a)) *
    ((1 - Real.exp (-2 * zArg a K K')) / (2 * zArg a K K'))

/-- A Gaussian-damped cosine is integrable on the line, and its integral over the half-line
is a Gaussian in the wave number `b`. -/
theorem gaussian_cosine {a : ℝ} (ha : 0 < a) (b : ℝ) :
    Integrable (fun r : ℝ => Real.exp (-a * r ^ 2) * Real.cos (b * r)) ∧
    ∫ r in Ioi (0 : ℝ), Real.exp (-a * r ^ 2) * Real.cos (b * r) =
      Real.sqrt (Real.pi / a) / 2 * Real.exp (-b ^ 2 / (4 * a)) := by
  have hre : (((-a : ℝ) : ℂ)).re < 0 := by
    rw [Complex.ofReal_re]; linarith
  have hint := integrable_cexp_quadratic' hre ((b : ℂ) * Complex.I) 0
  have hval := integral_cexp_quadratic hre ((b : ℂ) * Complex.I) 0
  -- the damped cosine is the real part of a complex Gaussian
  have key : ∀ r : ℝ, Complex.reCLM (Complex.exp (((-a : ℝ) : ℂ) * (r : ℂ) ^ 2 +
      ((b : ℂ) * Complex.I) * (r : ℂ) + 0)) = Real.exp (-a * r ^ 2) * Real.cos (b * r) := by
    intro r
    have h1 : ((-a : ℝ) : ℂ) * (r : ℂ) ^ 2 + ((b : ℂ) * Complex.I) * (r : ℂ) + 0 =
        ((-a * r ^ 2 : ℝ) : ℂ) + ((b * r : ℝ) : ℂ) * Complex.I := by
      push_cast; ring
    rw [h1, Complex.reCLM_apply, Complex.exp_re]
    simp only [Complex.add_re, Complex.add_im, Complex.mul_re, Complex.mul_im,
      Complex.ofReal_re, Complex.ofReal_im, Complex.I_re, Complex.I_im,
      mul_zero, mul_one, sub_zero, add_zero, zero_add]
  have h2 : ((Real.pi : ℂ) / -((-a : ℝ) : ℂ)) ^ (1 / 2 : ℂ) =
      ((Real.sqrt (Real.pi / a) : ℝ) : ℂ) := by
    rw [Real.sqrt_eq_rpow, Complex.ofReal_cpow (by positivity)]
    congr 1 <;> push_cast <;> ring
  have h3 : 0 - ((b : ℂ) * Complex.I) ^ 2 / (4 * ((-a : ℝ) : ℂ)) =
      ((-b ^ 2 / (4 * a) : ℝ) : ℂ) := by
    rw [mul_pow, Complex.I_sq]; push_cast; ring
  rw [h2, h3, ← Complex.ofReal_exp, ← Complex.ofReal_mul] at hval
  have hfull := Complex.reCLM.integral_comp_comm hint
  rw [hval, Complex.reCLM_apply, Complex.ofReal_re] at hfull
  simp only [key] at hfull
  refine ⟨(Complex.reCLM.integrable_comp hint).congr (Filter.Eventually.of_forall key), ?_⟩
  -- evenness: the half-line carries half of the integral
  have habs := integral_comp_abs (f := fun r : ℝ => Real.exp (-a * r ^ 2) * Real.cos (b * r))
  have heven : ∀ r : ℝ, Real.exp (-a * |r| ^ 2) * Real.cos (b * |r|) =
      Real.exp (-a * r ^ 2) * Real.cos (b * r) := by
    intro r
    rcases abs_choice r with h | h
    · rw [h]
    · rw [h, neg_sq, mul_neg, Real.cos_neg]
  simp only [heven] at habs
  linarith

/-- For `r > 0` the Gaussian matrix-element integrand is `1 / (2 K K')` times a difference of two
damped cosines, with wave numbers `K - K'` and `K + K'`. -/
theorem integrand_eq (a : ℝ) {K K' r : ℝ} (hK : 0 < K) (hK' : 0 < K') (hr : 0 < r) :
    r ^ 2 * j0 (K * r) * Real.exp (-a * r ^ 2) * j0 (K' * r) =
      1 / (2 * K * K') * (Real.exp (-a * r ^ 2) * Real.cos ((K - K') * r) -
        Real.exp (-a * r ^ 2) * Real.cos ((K + K') * r)) := by
  rw [j0, j0, if_neg (mul_pos hK hr).ne', if_neg (mul_pos hK' hr).ne',
    sub_mul, add_mul, Real.cos_sub, Real.cos_add]
  generalize Real.exp (-a * r ^ 2) = E
  generalize Real.sin (K * r) = s
  generalize Real.sin (K' * r) = s'
  generalize Real.cos (K * r) * Real.cos (K' * r) = c
  field_simp
  ring

/-- The Gaussian matrix-element integrand is integrable over the half-line. -/
theorem integrand_integrable {a K K' : ℝ} (ha : 0 < a) (hK : 0 < K) (hK' : 0 < K') :
    IntegrableOn (fun r : ℝ => r ^ 2 * j0 (K * r) * Real.exp (-a * r ^ 2) * j0 (K' * r))
      (Ioi 0) := by
  have h : Integrable (fun r : ℝ => 1 / (2 * K * K') *
      (Real.exp (-a * r ^ 2) * Real.cos ((K - K') * r) -
        Real.exp (-a * r ^ 2) * Real.cos ((K + K') * r))) :=
    ((gaussian_cosine ha (K - K')).1.sub (gaussian_cosine ha (K + K')).1).const_mul _
  exact h.integrableOn.congr_fun (fun r hr => (integrand_eq a hK hK' hr).symm) measurableSet_Ioi

/-- The s-channel matrix element of a Gaussian between two spherical waves, in its
`sinh z / z` form. -/
theorem gaussian_element {a K K' : ℝ} (ha : 0 < a) (hK : 0 < K) (hK' : 0 < K') :
    radialElement (fun r => Real.exp (-a * r ^ 2)) K K' =
      Real.sqrt Real.pi / (4 * a ^ (3 / 2 : ℝ)) * Real.exp (-(K ^ 2 + K' ^ 2) / (4 * a)) *
        (Real.sinh (zArg a K K') / zArg a K K') := by
  have h : radialElement (fun r => Real.exp (-a * r ^ 2)) K K' =
      ∫ r in Ioi (0 : ℝ), 1 / (2 * K * K') *
        (Real.exp (-a * r ^ 2) * Real.cos ((K - K') * r) -
          Real.exp (-a * r ^ 2) * Real.cos ((K + K') * r)) :=
    setIntegral_congr_fun measurableSet_Ioi (fun r hr => integrand_eq a hK hK' hr)
  rw [h, integral_const_mul, integral_sub (gaussian_cosine ha (K - K')).1.integrableOn
    (gaussian_cosine ha (K + K')).1.integrableOn,
    (gaussian_cosine ha (K - K')).2, (gaussian_cosine ha (K + K')).2]
  -- expand the squares in the two exponents
  have e1 : -(K - K') ^ 2 / (4 * a) = -(K ^ 2 + K' ^ 2) / (4 * a) + zArg a K K' := by
    unfold zArg; field_simp; ring
  have e2 : -(K + K') ^ 2 / (4 * a) = -(K ^ 2 + K' ^ 2) / (4 * a) + -zArg a K K' := by
    unfold zArg; field_simp; ring
  have e3 : a ^ (3 / 2 : ℝ) = a * Real.sqrt a := by
    rw [show (3 / 2 : ℝ) = 1 + 1 / 2 by norm_num, Real.rpow_add ha, Real.rpow_one,
      ← Real.sqrt_eq_rpow]
  have hs : Real.sqrt a ≠ 0 := (Real.sqrt_pos.mpr ha).ne'
  rw [e1, e2, e3, Real.exp_add, Real.exp_add, Real.sinh_eq, Real.sqrt_div Real.pi_pos.le]
  generalize Real.exp (-(K ^ 2 + K' ^ 2) / (4 * a)) = E
  generalize Real.exp (zArg a K K') = P
  generalize Real.exp (-zArg a K K') = M
  generalize Real.sqrt Real.pi = p
  generalize Real.sqrt a = s at hs ⊢
  unfold zArg
  field_simp
  ring

/-- The s-channel matrix element of a Gaussian between two spherical waves equals the overflow-safe
closed form. -/
theorem gaussian_element_safe {a K K' : ℝ} (ha : 0 < a) (hK : 0 < K) (hK' : 0 < K') :
    radialElement (fun r => Real.exp (-a * r ^ 2)) K K' = safeForm a K K' := by
  rw [gaussian_element ha hK hK', safeForm]
  have e1 : -(K - K') ^ 2 / (4 * a) = -(K ^ 2 + K' ^ 2) / (4 * a) + zArg a K K' := by
    unfold zArg; field_simp; ring
  -- used to factor exp z out of sinh z: exp z * exp (-2z) = exp (-z)
  have h : Real.exp (zArg a K K') * Real.exp (-2 * zArg a K K') = Real.exp (-zArg a K K') := by
    rw [← Real.exp_add]; congr 1; ring
  rw [e1, Real.exp_add, Real.sinh_eq, ← h]
  ring

/-- For positive `a`, `K` and `K'`, the Gaussian factor of the safe form lies in `(0, 1]` and the
quotient `(1 - exp (-2 z)) / (2 z)` lies in `(0, 1)`. -/
theorem safe_factors {a K K' : ℝ} (ha : 0 < a) (hK : 0 < K) (hK' : 0 < K') :
    Real.exp (-(K - K') ^ 2 / (4 * a)) ∈ Ioc (0 : ℝ) 1 ∧
    (1 - Real.exp (-2 * zArg a K K')) / (2 * zArg a K K') ∈ Ioo (0 : ℝ) 1 := by
  have hz : 0 < zArg a K K' := by unfold zArg; positivity
  refine ⟨⟨Real.exp_pos _, Real.exp_le_one_iff.mpr ?_⟩, ?_, ?_⟩
  · exact div_nonpos_of_nonpos_of_nonneg (neg_nonpos.mpr (sq_nonneg _)) (by positivity)
  · have h : Real.exp (-2 * zArg a K K') < 1 := Real.exp_lt_one_iff.mpr (by linarith)
    exact div_pos (by linarith) (by linarith)
  · have hneg : -2 * zArg a K K' < 0 := by linarith
    have h := Real.add_one_lt_exp hneg.ne
    rw [div_lt_one (by linarith)]
    linarith

/-- For an s-channel potential expanded in finitely many Gaussians, the matrix element is
the same linear combination of safe forms. -/
theorem expansion_element {ι : Type*} (s : Finset ι) (c a : ι → ℝ) (ha : ∀ i ∈ s, 0 < a i)
    {K K' : ℝ} (hK : 0 < K) (hK' : 0 < K') :
    radialElement (fun r => ∑ i ∈ s, c i * Real.exp (-a i * r ^ 2)) K K' =
      ∑ i ∈ s, c i * safeForm (a i) K K' := by
  have h : ∀ r : ℝ, r ^ 2 * j0 (K * r) * (∑ i ∈ s, c i * Real.exp (-a i * r ^ 2)) * j0 (K' * r) =
      ∑ i ∈ s, c i * (r ^ 2 * j0 (K * r) * Real.exp (-a i * r ^ 2) * j0 (K' * r)) := by
    intro r
    rw [Finset.mul_sum, Finset.sum_mul]
    exact Finset.sum_congr rfl (fun i _ => by ring)
  simp only [radialElement, h]
  rw [integral_finsetSum s
    (fun i hi => (integrand_integrable (ha i hi) hK hK').const_mul (c i))]
  refine Finset.sum_congr rfl (fun i hi => ?_)
  rw [integral_const_mul, ← gaussian_element_safe (ha i hi) hK hK', radialElement]

/-- The matrix element of a Gaussian expansion is bounded in magnitude by a sum of Gaussians
in the difference `K - K'` of the wave numbers. -/
theorem expansion_bound {ι : Type*} (s : Finset ι) (c a : ι → ℝ) (ha : ∀ i ∈ s, 0 < a i)
    {K K' : ℝ} (hK : 0 < K) (hK' : 0 < K') :
    |radialElement (fun r => ∑ i ∈ s, c i * Real.exp (-a i * r ^ 2)) K K'| ≤
      ∑ i ∈ s, |c i| * (Real.sqrt Real.pi / (4 * a i ^ (3 / 2 : ℝ)) *
        Real.exp (-(K - K') ^ 2 / (4 * a i))) := by
  rw [expansion_element s c a ha hK hK']
  refine (Finset.abs_sum_le_sum_abs _ _).trans (Finset.sum_le_sum (fun i hi => ?_))
  have hai := ha i hi
  have hf := (safe_factors hai hK hK').2
  have hA : 0 ≤ Real.sqrt Real.pi / (4 * a i ^ (3 / 2 : ℝ)) *
      Real.exp (-(K - K') ^ 2 / (4 * a i)) := by positivity
  rw [abs_mul, safeForm, abs_of_nonneg (mul_nonneg hA hf.1.le)]
  exact mul_le_mul_of_nonneg_left (mul_le_of_le_one_right hA hf.2.le) (abs_nonneg _)

end

end SemilocalGaussian
```

```lean
#print axioms SemilocalGaussian.gaussian_element_safe
-- 'SemilocalGaussian.gaussian_element_safe' depends on axioms: [propext, Classical.choice, Quot.sound]
#print axioms SemilocalGaussian.expansion_bound
-- 'SemilocalGaussian.expansion_bound' depends on axioms: [propext, Classical.choice, Quot.sound]
```

## What the theorems say about the potential

`j0` is the spherical Bessel function of order zero with its value at the origin filled in, and `radialElement V K K'` is $R_V(K,K')$, an integral over `Ioi 0`, the open half-line $r>0$. `zArg a K K'` is $z$, and `safeForm a K K'` is the second closed form. The hypotheses `ha`, `hK` and `hK'` state that the exponent and both wave numbers are positive.

- `gaussian_element` is the $\sinh z/z$ identity, and `gaussian_element_safe` equates the same integral with `safeForm`.
- `safe_factors` places the Gaussian factor in `Ioc 0 1` and the quotient in `Ioo 0 1`, that is, in $(0,1]$ and $(0,1)$.
- `integrand_integrable` states that the integral converges absolutely.
- `expansion_element` and `expansion_bound` treat the sum over a finite set `s`, with coefficients `c i` of either sign and exponents `a i` that are positive on `s`.

In a plane-wave basis, these formulas, multiplied by $4\pi/\Omega$, give the s-channel matrix elements between nonzero wave vectors for the semilocal pseudopotential of one atom at the origin, when that channel is a finite sum of pure Gaussians. For an atom at $\boldsymbol\tau$, the element with the plane wave $\mathbf K$ in the bra and $\mathbf K'$ in the ket gains the phase $e^{-i(\mathbf K-\mathbf K')\cdot\boldsymbol\tau}$, and the contributions of several atoms add. Higher angular momenta, Gaussians multiplied by powers of $r$, and the long-range Coulomb tail are not treated. The decay in `expansion_bound` is in the difference of the two magnitudes, not in the vector momentum transfer.

The theorems concern real numbers, not rounded arithmetic. The bounds cover the last two factors only; the prefactor $\sqrt\pi/(4a^{3/2})$ grows as $a$ becomes small.

## How the proof follows the calculation

`gaussian_cosine` takes the complex Gaussian integral from Mathlib, with quadratic coefficient $-a$ and linear coefficient $ib$. The step `key` identifies the damped cosine as the real part of the integrand, and `integral_comp_comm` moves the real part through the integral. Evenness enters through `integral_comp_abs`, which relates the integral of $f(|r|)$ over the line to twice the integral of $f$ over the half-line. `gaussian_cosine` returns integrability together with the value, because both are needed later.

`integrand_eq` is the product-to-sum step. With $r>0$ both Bessel functions take their $\sin x/x$ branch. The addition formulas expand the cosines, and `field_simp` and `ring` finish the algebra. `integrand_integrable` transfers integrability from the two damped cosines to the original integrand.

In `gaussian_element`, the integrand is replaced on the half-line and the two cosine integrals are inserted. The equations `e1` and `e2` expand the squares in the exponents, and `e3` writes $a^{3/2}$ as $a\sqrt a$. The exponentials and square roots are then replaced by plain variables, which leaves a rational identity.

`gaussian_element_safe` uses $e^{z}e^{-2z}=e^{-z}$ to factor $e^z$ out of $\sinh z$, and its equation `e1` absorbs that factor into the Gaussian. `safe_factors` obtains its strict upper bound from `Real.add_one_lt_exp`, the inequality $1+x<e^x$ for $x\neq0$.

For the expansion, `integral_finsetSum` exchanges sum and integral, which requires `integrand_integrable` for each term. `expansion_bound` then applies the triangle inequality and replaces each quotient by its upper bound 1.

## Opposite signs, no damping, and vanishing wave number

The bound on the quotient fails for real $K$ and $K'$ of opposite sign. Magnitudes of wave vectors are never negative, so this is a check on the hypotheses of the theorem and not a physical case. With $a=\tfrac12$, $K=1$ and $K'=-1$ one has $z=-1$, and the quotient is $(e^2-1)/2\approx3.19$, well above 1.

Convergence needs $a>0$. At $a=0$ and $K=K'$ the integrand is $\sin^2(Kr)/K^2$, whose integral over the half-line diverges.

As $K'\to0$ at fixed $K$, $z\to0$ and the quotient tends to 1, so the matrix element tends to

$$\frac{\sqrt\pi}{4a^{3/2}}\,e^{-K^2/(4a)} .$$

If $K\to0$ as well, this becomes $\sqrt\pi/(4a^{3/2})=\int_0^\infty r^2e^{-ar^2}\,dr$, as it should. The point $K'=0$ itself is excluded from the theorems: Lean evaluates $0/0$ as $0$, so the closed form would give zero there instead of this limit. A program likewise needs a separate branch at $z=0$, and for small $z$ it should avoid the cancellation in $1-e^{-2z}$.
